# Cubic operations preserve $e_g$ and $t_{2g}$, and a 45° rotation about $z$ takes $x^2-y^2$ into $t_{2g}$

Put a transition-metal ion at the centre of a regular octahedron of six identical ligands, with the ligands on the coordinate axes. In the free ion the five d orbitals share one energy. In the complex they are sorted into two sets: $e_g$, with $x^2-y^2$ and $2z^2-x^2-y^2$, and $t_{2g}$, with $xy$, $yz$ and $zx$. What does the octahedron leave intact in this division, and what would a free ion destroy?

The symmetry operations of the octahedron are the 48 permutations and sign changes of the axes. Each of them maps the span of the $e_g$ functions into itself, and likewise the span of the $t_{2g}$ functions. A rotation by 45° about $z$, which is a symmetry of the free ion but not of the octahedron, turns $x^2-y^2$ into $-2xy$ and so breaks the division.

## Two kinds of quadratic form

Write $r=(r_0,r_1,r_2)=(x,y,z)$. A general element of $e_g$ is

$$p\,(x^2-y^2)+q\,(2z^2-x^2-y^2)=(p-q)\,x^2+(-p-q)\,y^2+2q\,z^2 .$$

It is a diagonal form $\sum_i a_i r_i^2$ whose coefficients sum to zero. Conversely, let $a_0+a_1+a_2=0$ and take $p=(a_0-a_1)/2$, $q=a_2/2$. Then $p-q=(a_0-a_1-a_2)/2=a_0$, because $-a_1-a_2=a_0$. In the same way $-p-q=a_1$, and $2q=a_2$. Hence $e_g$ is exactly the set of diagonal forms with zero coefficient sum.

An element of $t_{2g}$ is $c\,xy+d\,yz+e\,zx$, which has no squares. Equivalently, it is a form $\sum_{i,j}b_{ij}r_ir_j$ with $b_{ii}=0$, where $c=b_{01}+b_{10}$, $d=b_{12}+b_{21}$ and $e=b_{20}+b_{02}$.

## Relabelling the axes

A cubic operation replaces $r_i$ by $s_i r_{\sigma(i)}$, with $\sigma$ a permutation and each $s_i=\pm1$. On a diagonal form the signs square to one, and the substitution $j=\sigma(i)$ gives

$$\sum_i a_i\,(s_i r_{\sigma(i)})^2=\sum_i a_i r_{\sigma(i)}^2=\sum_j a_{\sigma^{-1}(j)}\,r_j^2 .$$

The coefficients have only been reordered, so their sum is still zero and the result lies in $e_g$. For a form without diagonal part,

$$\sum_{i,j} b_{ij}s_is_j\,r_{\sigma(i)}r_{\sigma(j)}=\sum_{k,l}s_{\sigma^{-1}(k)}s_{\sigma^{-1}(l)}\,b_{\sigma^{-1}(k)\sigma^{-1}(l)}\,r_kr_l .$$

When $k=l$ the coefficient contains a diagonal entry of $b$ and vanishes, so the result lies in $t_{2g}$. The values of the $s_i$ played no part here.

## Turning $x^2-y^2$ about the $z$ axis

Under a rotation by $\theta$, $x$ becomes $x\cos\theta-y\sin\theta$ and $y$ becomes $x\sin\theta+y\cos\theta$. Expanding the squares,

$$\begin{aligned}
(x\cos\theta-y\sin\theta)^2-(x\sin\theta+y\cos\theta)^2
&=(\cos^2\theta-\sin^2\theta)(x^2-y^2)-4\sin\theta\cos\theta\,xy\\
&=\cos2\theta\,(x^2-y^2)-2\sin2\theta\,xy .
\end{aligned}$$

The factor 2 comes from unnormalised functions. Normalised orbitals obey $d_{x^2-y^2}\to\cos2\theta\,d_{x^2-y^2}-\sin2\theta\,d_{xy}$.

When does the rotated function belong to $e_g$? A diagonal form takes equal values at $(1,1,0)$ and $(1,-1,0)$, whereas the rotated function takes the values $-2\sin2\theta$ and $2\sin2\theta$. Membership therefore forces $\sin2\theta=0$, and under that condition only a multiple of $x^2-y^2$ remains. When does it belong to $t_{2g}$? A form without squares vanishes at $(1,0,0)$, where the rotated function equals $\cos2\theta$. Membership forces $\cos2\theta=0$, and then only a multiple of $xy$ remains. At $\theta=\pi/4$ the function is $-2xy$, in $t_{2g}$ and not in $e_g$.

For a single electron in a non-interacting model this bears on the levels as follows. Suppose a Hamiltonian has energy $E_e$ on all of $e_g$ and $E_t$ on all of $t_{2g}$. If it also commutes with the 45° rotation, applying the two in either order to $x^2-y^2$ gives $E_e\,(-2xy)=E_t\,(-2xy)$, so the energies agree. This energy argument is a side calculation, since the Lean development contains functions and coordinate changes but no Hamiltonian.

## Orbitals, spans and operations in Lean

```lean
import Mathlib

open Submodule

namespace OctahedralSplitting

noncomputable section
```

An orbital is modelled as any real function of three real coordinates, with indices 0, 1, 2 for $x$, $y$, $z$.

```lean
/-- Real functions of the position `r = (x, y, z)`. -/
abbrev Orbital := (Fin 3 → ℝ) → ℝ
```

The five functions are bare polynomials. An actual d orbital multiplies such a polynomial by a function of the distance from the nucleus. The cubic operations and the rotations about $z$ preserve that distance, so under them the common radial factor is carried along unchanged.

```lean
/-- The function `x² - y²`. -/
def dx2y2 : Orbital := fun r => r 0 ^ 2 - r 1 ^ 2

/-- The function `2z² - x² - y²`. -/
def dz2 : Orbital := fun r => 2 * r 2 ^ 2 - r 0 ^ 2 - r 1 ^ 2

/-- The function `xy`. -/
def dxy : Orbital := fun r => r 0 * r 1

/-- The function `yz`. -/
def dyz : Orbital := fun r => r 1 * r 2

/-- The function `zx`. -/
def dzx : Orbital := fun r => r 2 * r 0
```

The two sets of orbitals become real linear subspaces of the space of all functions.

```lean
/-- The span of `x² - y²` and `2z² - x² - y²`. -/
def eg : Submodule ℝ Orbital := span ℝ {dx2y2, dz2}

/-- The span of `xy`, `yz` and `zx`. -/
def t2g : Submodule ℝ Orbital := span ℝ {dxy, dyz, dzx}
```

The operations act on points, and an orbital `f` is transformed by composition, as in `f ∘ signedPerm σ s`. The factors `s` are arbitrary real numbers in the definition; the restriction to $\pm1$ enters as a hypothesis where it is needed.

```lean
/-- The coordinates are permuted by `σ` and multiplied by the factors `s`. -/
def signedPerm (σ : Equiv.Perm (Fin 3)) (s : Fin 3 → ℝ) (r : Fin 3 → ℝ) : Fin 3 → ℝ :=
  fun i => s i * r (σ i)
```

The rotation moves points counterclockwise by `θ`, so composing with it turns the graph of the orbital clockwise. The opposite convention changes the sign of the $xy$ term and leaves the membership statements as they are.

```lean
/-- Rotation about the z axis by the angle `θ`. -/
def rotZ (θ : ℝ) (r : Fin 3 → ℝ) : Fin 3 → ℝ :=
  ![Real.cos θ * r 0 - Real.sin θ * r 1, Real.sin θ * r 0 + Real.cos θ * r 1, r 2]
```

## The spans described by coefficients

The first lemma says that `f` lies in `eg` if and only if there are coefficients `a` with sum zero such that `f r` equals $\sum_i a_i r_i^2$ at every point. From left to right, `mem_span_pair` supplies $p$ and $q$, and the vector `![p - q, -p - q, 2 * q]` is the one read off above. From right to left, the same values of $p$ and $q$ as in the hand derivation are supplied, and `linear_combination` uses the zero sum to close the identity.

```lean
/-- `e_g` consists of the diagonal quadratic forms whose coefficients sum to zero. -/
theorem mem_eg_iff (f : Orbital) :
    f ∈ eg ↔ ∃ a : Fin 3 → ℝ, ∑ i, a i = 0 ∧ ∀ r, f r = ∑ i, a i * r i ^ 2 := by
  constructor
  · intro h
    obtain ⟨p, q, rfl⟩ := mem_span_pair.1 h
    refine ⟨![p - q, -p - q, 2 * q], ?_, fun r => ?_⟩
    · rw [Fin.sum_univ_three]
      show (p - q) + (-p - q) + 2 * q = 0
      ring
    · rw [Fin.sum_univ_three]
      show p * (r 0 ^ 2 - r 1 ^ 2) + q * (2 * r 2 ^ 2 - r 0 ^ 2 - r 1 ^ 2)
        = (p - q) * r 0 ^ 2 + (-p - q) * r 1 ^ 2 + 2 * q * r 2 ^ 2
      ring
  · rintro ⟨a, ha, hf⟩
    refine mem_span_pair.2 ⟨(a 0 - a 1) / 2, a 2 / 2, funext fun r => ?_⟩
    rw [Fin.sum_univ_three] at ha
    rw [hf, Fin.sum_univ_three]
    show (a 0 - a 1) / 2 * (r 0 ^ 2 - r 1 ^ 2)
      + a 2 / 2 * (2 * r 2 ^ 2 - r 0 ^ 2 - r 1 ^ 2) = _
    linear_combination (-(r 0 ^ 2 + r 1 ^ 2) / 2) * ha
```

The lemma for `t2g` has the same structure, with a table `b` of coefficients whose diagonal is zero. The table need not be symmetric: the forward direction places $c$, $d$ and $e$ above the diagonal and zeros elsewhere.

```lean
/-- `t_2g` consists of the quadratic forms without diagonal part. -/
theorem mem_t2g_iff (f : Orbital) :
    f ∈ t2g ↔ ∃ b : Fin 3 → Fin 3 → ℝ, (∀ i, b i i = 0) ∧
      ∀ r, f r = ∑ i, ∑ j, b i j * (r i * r j) := by
  constructor
  · intro h
    obtain ⟨c, d, e, rfl⟩ := mem_span_triple.1 h
    refine ⟨![![0, c, e], ![0, 0, d], ![0, 0, 0]], ?_, fun r => ?_⟩
    · intro i
      fin_cases i <;> rfl
    · simp [Fin.sum_univ_three, dxy, dyz, dzx]
      ring
  · rintro ⟨b, hb, hf⟩
    refine mem_span_triple.2 ⟨b 0 1 + b 1 0, b 1 2 + b 2 1, b 2 0 + b 0 2, funext fun r => ?_⟩
    rw [hf]
    simp only [Fin.sum_univ_three, hb]
    show (b 0 1 + b 1 0) * (r 0 * r 1) + (b 1 2 + b 2 1) * (r 1 * r 2)
      + (b 2 0 + b 0 2) * (r 2 * r 0) = _
    ring
```

## Invariance under the cubic operations

In words, for every permutation `σ` and every choice of signs `s`, if `f` is in `eg` then so is the transformed `f`. The hypothesis `hs` states that each factor is $1$ or $-1$. The proof offers the reordered coefficients `a (σ.symm i)`, where `σ.symm` is $\sigma^{-1}$, and then has two things to show: that their sum is still zero, and that they give the transformed function.

```lean
/-- Every permutation and sign change of the axes maps `e_g` into itself. -/
theorem eg_invariant (σ : Equiv.Perm (Fin 3)) (s : Fin 3 → ℝ) (hs : ∀ i, s i = 1 ∨ s i = -1)
    (f : Orbital) (hf : f ∈ eg) : f ∘ signedPerm σ s ∈ eg := by
  obtain ⟨a, ha, h⟩ := (mem_eg_iff f).1 hf
  refine (mem_eg_iff _).2 ⟨fun i => a (σ.symm i), (Equiv.sum_comp σ.symm a).trans ha, fun r => ?_⟩
  rw [Function.comp_apply, h]
  -- relabel the axes in the sum; the signs square to one
  refine Eq.trans ?_ (Equiv.sum_comp σ _)
  refine Finset.sum_congr rfl fun i _ => ?_
  have h1 : s i ^ 2 = 1 := by rcases hs i with h | h <;> rw [h] <;> norm_num
  simp only [signedPerm, Equiv.symm_apply_apply, mul_pow, h1, one_mul]
```

The statement for `t2g` has no hypothesis on `s`, in agreement with the hand calculation: separate factors on the three axes multiply each of $xy$, $yz$ and $zx$ by a constant but create no squares. Factors other than $\pm1$ change distances from the nucleus, and with them the radial factor of an actual orbital, so in that generality the statement is about the polynomials only. Sign changes are the case of physical interest.

```lean
/-- Every permutation of the axes, with any factors on them and so with any sign changes,
maps `t_2g` into itself. -/
theorem t2g_invariant (σ : Equiv.Perm (Fin 3)) (s : Fin 3 → ℝ)
    (f : Orbital) (hf : f ∈ t2g) : f ∘ signedPerm σ s ∈ t2g := by
  obtain ⟨b, hb, h⟩ := (mem_t2g_iff f).1 hf
  refine (mem_t2g_iff _).2 ⟨fun i j => s (σ.symm i) * s (σ.symm j) * b (σ.symm i) (σ.symm j),
    fun i => by simp [hb], fun r => ?_⟩
  rw [Function.comp_apply, h]
  -- relabel the axes in both sums
  refine Eq.trans ?_ (Equiv.sum_comp σ _)
  refine Finset.sum_congr rfl fun i _ => ?_
  refine Eq.trans ?_ (Equiv.sum_comp σ _)
  refine Finset.sum_congr rfl fun j _ => ?_
  simp only [signedPerm, Equiv.symm_apply_apply]
  ring
```

Both theorems concern whole subspaces. They do not say that $e_g$ or $t_{2g}$ resists further division under the cubic operations, nor do they determine the size or the sign of an energy gap.

## How `Equiv.sum_comp` relabels a sum

Both invariance proofs turn on the substitution $j=\sigma(i)$. Mathlib provides it as `Equiv.sum_comp`: for a bijection `σ` and a function $g$ on the indices,

$$\sum_i g(\sigma(i))=\sum_i g(i).$$

In the $e_g$ proof the lemma appears twice. Applied to `σ.symm` and `a`, it says that the reordered coefficients have the same sum as the original ones, which is zero.

The second use is the line `refine Eq.trans ?_ (Equiv.sum_comp σ _)`. The goal at that moment is an equation whose right-hand side is $\sum_i a_{\sigma^{-1}(i)}r_i^2$. The underscore stands for $g$, which Lean finds by matching this right-hand side: $g(i)=a_{\sigma^{-1}(i)}r_i^2$. `Eq.trans` then replaces the right-hand side by $\sum_i g(\sigma(i))$, and the open place `?_` is what remains to be proved,

$$\sum_i a_i\,(s_ir_{\sigma(i)})^2=\sum_i a_{\sigma^{-1}(\sigma(i))}\,r_{\sigma(i)}^2 .$$

Now the two sums match term by term. `Finset.sum_congr` reduces the equation to a single index, `Equiv.symm_apply_apply` cancels $\sigma^{-1}$ against $\sigma$, and $s_i^2=1$ does the rest. The $t_{2g}$ proof makes the same move once for the outer sum and once for the inner one. At no point are the six permutations examined one by one.

## The rotation and its special angles

The formula for a general angle is an equality of functions. `funext r` reduces it to a point, the two double-angle identities are inserted, and `ring` performs the expansion.

```lean
/-- A rotation by `θ` about z mixes `x² - y²` with `xy` through the doubled angle. -/
theorem dx2y2_rotZ (θ : ℝ) :
    dx2y2 ∘ rotZ θ = Real.cos (2 * θ) • dx2y2 - (2 * Real.sin (2 * θ)) • dxy := by
  funext r
  show (Real.cos θ * r 0 - Real.sin θ * r 1) ^ 2 - (Real.sin θ * r 0 + Real.cos θ * r 1) ^ 2
    = Real.cos (2 * θ) * (r 0 ^ 2 - r 1 ^ 2) - 2 * Real.sin (2 * θ) * (r 0 * r 1)
  rw [Real.cos_two_mul', Real.sin_two_mul]
  ring
```

The membership criterion for $e_g$ evaluates the supposed diagonal form at `![1, 1, 0]` and `![1, -1, 0]`. The two resulting equations have equal right-hand sides, and `linarith` concludes that $\sin2\theta=0$. In the other direction the $xy$ term disappears and a multiple of a spanning function is left.

```lean
/-- The rotated `x² - y²` lies in `e_g` exactly when `sin 2θ = 0`. -/
theorem rotZ_mem_eg_iff (θ : ℝ) : dx2y2 ∘ rotZ θ ∈ eg ↔ Real.sin (2 * θ) = 0 := by
  rw [dx2y2_rotZ]
  constructor
  · intro h
    obtain ⟨a, -, ha⟩ := (mem_eg_iff _).1 h
    -- a diagonal form cannot tell (1,1,0) from (1,-1,0)
    have h1 := ha ![1, 1, 0]
    have h2 := ha ![1, -1, 0]
    rw [Fin.sum_univ_three] at h1 h2
    change Real.cos (2 * θ) * (1 ^ 2 - 1 ^ 2) - 2 * Real.sin (2 * θ) * (1 * 1)
      = a 0 * 1 ^ 2 + a 1 * 1 ^ 2 + a 2 * 0 ^ 2 at h1
    change Real.cos (2 * θ) * (1 ^ 2 - (-1) ^ 2) - 2 * Real.sin (2 * θ) * (1 * -1)
      = a 0 * 1 ^ 2 + a 1 * (-1) ^ 2 + a 2 * 0 ^ 2 at h2
    linarith
  · intro h
    rw [h, mul_zero, zero_smul, sub_zero]
    exact eg.smul_mem _ (subset_span (by simp))
```

For $t_{2g}$ the single point `![1, 0, 0]` is enough. Every product of two different coordinates vanishes there, and the equation reads $\cos2\theta=0$.

```lean
/-- The rotated `x² - y²` lies in `t_2g` exactly when `cos 2θ = 0`. -/
theorem rotZ_mem_t2g_iff (θ : ℝ) : dx2y2 ∘ rotZ θ ∈ t2g ↔ Real.cos (2 * θ) = 0 := by
  rw [dx2y2_rotZ]
  constructor
  · intro h
    obtain ⟨b, hb, hf⟩ := (mem_t2g_iff _).1 h
    -- a form without diagonal part vanishes on the x axis
    have h1 := hf ![1, 0, 0]
    simp only [Fin.sum_univ_three, hb] at h1
    change Real.cos (2 * θ) * (1 ^ 2 - 0 ^ 2) - 2 * Real.sin (2 * θ) * (1 * 0)
      = 0 * (1 * 1) + b 0 1 * (1 * 0) + b 0 2 * (1 * 0)
        + (b 1 0 * (0 * 1) + 0 * (0 * 0) + b 1 2 * (0 * 0))
        + (b 2 0 * (0 * 1) + b 2 1 * (0 * 0) + 0 * (0 * 0)) at h1
    linarith
  · intro h
    rw [h, zero_smul, zero_sub]
    exact neg_mem (t2g.smul_mem _ (subset_span (by simp)))
```

The last theorem joins three statements about $\theta=\pi/4$: the rotated function equals $-2xy$, it belongs to `t2g`, and it does not belong to `eg`. The auxiliary equation `angle` turns $2\cdot\pi/4$ into $\pi/2$. The general formula then gives the first part, and the two criteria give the others from $\cos(\pi/2)=0$ and $\sin(\pi/2)=1$.

```lean
/-- The 45 degree rotation about z turns `x² - y²` into `-2xy`, which lies in `t_2g` and
not in `e_g`. -/
theorem dx2y2_rot45 : dx2y2 ∘ rotZ (Real.pi / 4) = (-2 : ℝ) • dxy ∧
    dx2y2 ∘ rotZ (Real.pi / 4) ∈ t2g ∧ dx2y2 ∘ rotZ (Real.pi / 4) ∉ eg := by
  have angle : 2 * (Real.pi / 4) = Real.pi / 2 := by ring
  refine ⟨?_, ?_, ?_⟩
  · rw [dx2y2_rotZ, angle, Real.cos_pi_div_two, Real.sin_pi_div_two]
    module
  · rw [rotZ_mem_t2g_iff, angle, Real.cos_pi_div_two]
  · rw [rotZ_mem_eg_iff, angle, Real.sin_pi_div_two]
    exact one_ne_zero

end

end OctahedralSplitting
```

```lean
#print axioms OctahedralSplitting.eg_invariant
#print axioms OctahedralSplitting.t2g_invariant
#print axioms OctahedralSplitting.dx2y2_rot45
```

```
'OctahedralSplitting.eg_invariant' depends on axioms: [propext, Classical.choice, Quot.sound]
'OctahedralSplitting.t2g_invariant' depends on axioms: [propext, Classical.choice, Quot.sound]
'OctahedralSplitting.dx2y2_rot45' depends on axioms: [propext, Classical.choice, Quot.sound]
```
